# Curvature of a central-force bond and stationarity of shells under uniform scaling

Let x ≠ 0 be a bond vector in a real inner product space, with length r = ‖x‖ and direction n = x/r. Let φ be a pair potential that is C² near r. If the end of the bond is displaced along v, then at t = 0

d²/dt² φ(‖x + t v‖) = φ''(r) ⟨n,v⟩² + (φ'(r)/r) (‖v‖² − ⟨n,v⟩²).

For finitely many shells with weights z_s and radii r_s > 0, and φ differentiable at each radius, the energy E(l) = Σ z_s φ(r_s l) is stationary at l = 1 exactly when

Σ z_s r_s² (φ'(r_s)/r_s) = 0.

In lattice dynamics with central pair forces, the first formula gives one bond's contribution to the harmonic force constants. The second is the condition of zero static pressure for a finite shell sum under uniform dilation; zero-point and thermal contributions to the pressure are left out.

## From the bond length to the curvature

Write r(t) = ‖x + t v‖. Differentiating r(t)² = ⟨x + t v, x + t v⟩ gives

r'(t) = ⟨x + t v, v⟩ / r(t).

Hence r'(0) = ⟨n,v⟩, and the quotient rule gives

r''(0) = (‖v‖² r − ⟨x,v⟩²/r) / r² = (‖v‖² − ⟨n,v⟩²) / r.

The chain and product rules give φ''(r) r'(0)² + φ'(r) r''(0), which is the stated curvature.

Over an orthonormal basis e_i of a d-dimensional space, Σ ⟨n,e_i⟩² = 1 and each ‖e_i‖ = 1. The curvatures therefore add up to

φ''(r) + (d − 1) φ'(r)/r.

## Balance between stretched and compressed shells

Differentiating the shell energy term by term gives

E'(1) = Σ z_s r_s φ'(r_s) = Σ z_s r_s² (φ'(r_s)/r_s).

Suppose all weights are positive and E'(1) = 0. If one bond is under tension, φ' > 0, some other bond must have φ' < 0. For v perpendicular to that compressed bond, ⟨n,v⟩ = 0 and the curvature is (φ'/r)‖v‖², which is negative for v ≠ 0. This is the sign for a single bond; the other bonds also contribute to the stability of a lattice.

For harmonic bonds, φ(y) = (k/2)(y − a)² and φ'(y) = k(y − a). If k ≠ 0, stationarity becomes

a Σ z_s r_s = Σ z_s r_s².

## The bond and shell models in Lean

The space `E` may have any dimension, and the finite type `ι` labels shells or basis vectors.

```lean
import Mathlib

open Filter Topology

namespace CentralForceLattice

noncomputable section

variable {E : Type*} [NormedAddCommGroup E] [InnerProductSpace ℝ E]
variable {ι : Type*} [Fintype ι]
```

The number ⟨n,v⟩ is `alongBond x v`.

```lean
/-- The component of the displacement `v` along the unit vector `n = x / ‖x‖` of a bond `x ≠ 0`. -/
def alongBond (x v : E) : ℝ := inner ℝ (‖x‖⁻¹ • x) v
```

The curvature is defined as an actual second derivative, so the formula for it has to be proved.

```lean
/-- The second derivative at `t = 0` of the pair energy `φ(‖x + t v‖)` of a bond `x` whose end
is displaced along `v`. -/
def bondCurvature (φ : ℝ → ℝ) (x v : E) : ℝ :=
  deriv (deriv (fun t : ℝ => φ ‖x + t • v‖)) 0
```

The shell energy fixes the weights and scales every radius by the same `l`. It does not test shear or anisotropic strain.

```lean
/-- The energy of finitely many shells with weights `z s` and radii `r s`, after all
distances have been scaled by the factor `l`. -/
def shellEnergy (z r : ι → ℝ) (φ : ℝ → ℝ) (l : ℝ) : ℝ := ∑ s, z s * φ (r s * l)
```

The harmonic potential has stiffness `k` and rest length `a`.

```lean
/-- The energy of a harmonic bond of stiffness `k` and rest length `a` at length `y`. -/
def harmonicBond (k a y : ℝ) : ℝ := k / 2 * (y - a) ^ 2
```

## Differentiating the energy of one bond

The length is written as the square root of an inner product, which is differentiable while the bond vector is nonzero.

```lean
/-- As long as the bond vector `x + t v` does not vanish, its length changes with `t` at the rate
`⟨x + t v, v⟩ / ‖x + t v‖`. -/
theorem hasDerivAt_bondLength {x v : E} {t : ℝ} (h : x + t • v ≠ 0) :
    HasDerivAt (fun t : ℝ => ‖x + t • v‖) (inner ℝ (x + t • v) v / ‖x + t • v‖) t := by
  have hl : HasDerivAt (fun t : ℝ => x + t • v) v t := by
    have h1 := ((hasDerivAt_id' t).smul_const v).const_add x
    rw [one_smul] at h1
    exact h1
  have hne : inner ℝ (x + t • v) (x + t • v) ≠ 0 := by
    rw [real_inner_self_eq_norm_sq]
    exact pow_ne_zero 2 (norm_ne_zero_iff.mpr h)
  -- the length is the square root of the inner product of the bond with itself
  have hs := (hl.inner ℝ hl).sqrt hne
  have hf : (fun t : ℝ => ‖x + t • v‖) =
      fun t : ℝ => √(inner ℝ (x + t • v) (x + t • v)) := by
    funext s
    rw [real_inner_self_eq_norm_sq, Real.sqrt_sq (norm_nonneg _)]
  have e : (inner ℝ (x + t • v) v + inner ℝ v (x + t • v)) /
      (2 * √(inner ℝ (x + t • v) (x + t • v))) = inner ℝ (x + t • v) v / ‖x + t • v‖ := by
    rw [real_inner_self_eq_norm_sq, Real.sqrt_sq (norm_nonneg _),
      real_inner_comm (x + t • v) v, ← two_mul, mul_div_mul_left _ _ two_ne_zero]
  rw [hf]
  exact hs.congr_deriv e
```

The hypotheses are weaker than C²: φ is differentiable near r, and φ' is differentiable at r. `HasDerivAt` states that the second derivative exists and gives its value. In the proof, `hev` is the first derivative for all small t, `hp` differentiates φ' along the path, and `hq` applies the product and quotient rules.

```lean
/-- For a bond `x ≠ 0` of length `r` and a pair potential differentiable near `r` and twice
differentiable at `r`, the second derivative of the energy along `v` exists and equals
`φ'' ⟨n,v⟩² + (φ'/r) (‖v‖² - ⟨n,v⟩²)`. -/
theorem hasDerivAt_deriv_bondEnergy {φ : ℝ → ℝ} {x : E} (v : E) (hx : x ≠ 0)
    (hφ : ∀ᶠ y in 𝓝 ‖x‖, DifferentiableAt ℝ φ y)
    (hφ' : DifferentiableAt ℝ (deriv φ) ‖x‖) :
    HasDerivAt (deriv (fun t : ℝ => φ ‖x + t • v‖))
      (deriv (deriv φ) ‖x‖ * alongBond x v ^ 2
        + deriv φ ‖x‖ / ‖x‖ * (‖v‖ ^ 2 - alongBond x v ^ 2)) 0 := by
  have hr : ‖x‖ ≠ 0 := norm_ne_zero_iff.mpr hx
  have hT : Tendsto (fun t : ℝ => ‖x + t • v‖) (𝓝 0) (𝓝 ‖x‖) := by
    have hc : Continuous (fun t : ℝ => ‖x + t • v‖) := by fun_prop
    have h0 := hc.tendsto 0
    simpa only [zero_smul, add_zero] using h0
  -- the first derivative, valid for all small displacements
  have hev : deriv (fun t : ℝ => φ ‖x + t • v‖) =ᶠ[𝓝 0]
      fun t : ℝ => deriv φ ‖x + t • v‖ * (inner ℝ (x + t • v) v / ‖x + t • v‖) := by
    filter_upwards [hT.eventually hφ, hT.eventually (eventually_ne_nhds hr)] with t h1 h2
    exact (h1.hasDerivAt.comp t (hasDerivAt_bondLength (norm_ne_zero_iff.mp h2))).deriv
  have hn : HasDerivAt (fun t : ℝ => ‖x + t • v‖) (inner ℝ x v / ‖x‖) 0 := by
    have h0 := hasDerivAt_bondLength (x := x) (v := v) (t := 0) (by simpa using hx)
    simpa only [zero_smul, add_zero] using h0
  have hi : HasDerivAt (fun t : ℝ => inner ℝ (x + t • v) v) (‖v‖ ^ 2) 0 := by
    have hf : (fun t : ℝ => inner ℝ (x + t • v) v) =
        fun t : ℝ => inner ℝ x v + t * ‖v‖ ^ 2 := by
      funext t
      rw [inner_add_left, real_inner_smul_left, real_inner_self_eq_norm_sq]
    rw [hf]
    exact (((hasDerivAt_id' (0 : ℝ)).mul_const (‖v‖ ^ 2)).const_add _).congr_deriv (one_mul _)
  have hp : HasDerivAt (fun t : ℝ => deriv φ ‖x + t • v‖)
      (deriv (deriv φ) ‖x‖ * (inner ℝ x v / ‖x‖)) 0 :=
    hφ'.hasDerivAt.comp_of_eq 0 hn (by simp)
  -- differentiate the product of `φ'` and the rate of change of the bond length
  have hq := hp.fun_mul (hi.fun_div hn (by simpa using hx))
  refine (hq.congr_of_eventuallyEq hev).congr_deriv ?_
  simp only [zero_smul, add_zero, alongBond, real_inner_smul_left]
  field_simp
```

An alternative model would take the second Fréchet derivative of x ↦ φ(‖x‖). That would give the mixed force constants directly as a bilinear form, whereas the line derivative gives its diagonal values, from which polarisation recovers the rest.

In the basis sum, `Fintype.card ι` is d, and `hs` is the identity for the squared direction cosines.

```lean
/-- For a bond `x ≠ 0` in `d` dimensions and a potential differentiable near `r = ‖x‖` and twice
differentiable at `r`, the curvatures along an orthonormal basis sum to `φ'' + (d - 1) φ'/r`. -/
theorem sum_bondCurvature {φ : ℝ → ℝ} {x : E} (b : OrthonormalBasis ι ℝ E) (hx : x ≠ 0)
    (hφ : ∀ᶠ y in 𝓝 ‖x‖, DifferentiableAt ℝ φ y)
    (hφ' : DifferentiableAt ℝ (deriv φ) ‖x‖) :
    ∑ i, bondCurvature φ x (b i) =
      deriv (deriv φ) ‖x‖ + ((Fintype.card ι : ℝ) - 1) * (deriv φ ‖x‖ / ‖x‖) := by
  -- the squared direction cosines add up to one
  have hs : ∑ i, alongBond x (b i) ^ 2 = 1 := by
    have h := b.sum_inner_mul_inner (‖x‖⁻¹ • x) (‖x‖⁻¹ • x)
    rw [real_inner_self_eq_norm_sq, norm_smul, norm_inv, norm_norm,
      inv_mul_cancel₀ (norm_ne_zero_iff.mpr hx), one_pow] at h
    rw [← h]
    refine Finset.sum_congr rfl fun i _ => ?_
    rw [real_inner_comm (‖x‖⁻¹ • x) (b i), alongBond, sq]
  have hc : ∑ _i : ι, (1 : ℝ) = Fintype.card ι := by simp
  have h : ∀ i, bondCurvature φ x (b i) = deriv (deriv φ) ‖x‖ * alongBond x (b i) ^ 2
      + deriv φ ‖x‖ / ‖x‖ * (1 - alongBond x (b i) ^ 2) := by
    intro i
    have h1 := (hasDerivAt_deriv_bondEnergy (b i) hx hφ hφ').deriv
    rw [b.orthonormal.1 i, one_pow] at h1
    exact h1
  rw [Finset.sum_congr rfl fun i _ => h i, Finset.sum_add_distrib, ← Finset.mul_sum,
    ← Finset.mul_sum, Finset.sum_sub_distrib, hs, hc]
  ring
```

## Stationarity and its consequences

The next lemma cancels one factor of the radius. It also holds at radius zero, where Lean sets division by zero to zero; such a shell does not change under scaling.

```lean
private lemma sq_mul_div (r d : ℝ) : r ^ 2 * (d / r) = r * d := by
  rcases eq_or_ne r 0 with rfl | h
  · simp
  · field_simp
```

Each term is differentiated by the chain rule, and the finite sum follows.

```lean
/-- If the potential is differentiable at every shell radius, the shell energy is stationary
under uniform scaling at `l = 1` exactly when `∑ z_s r_s² (φ'(r_s)/r_s) = 0`, where a shell of
zero radius counts as a zero term. -/
theorem stationary_iff (z r : ι → ℝ) (φ : ℝ → ℝ) (hφ : ∀ s, DifferentiableAt ℝ φ (r s)) :
    deriv (shellEnergy z r φ) 1 = 0 ↔ ∑ s, z s * r s ^ 2 * (deriv φ (r s) / r s) = 0 := by
  have hterm : ∀ s, HasDerivAt (fun l : ℝ => z s * φ (r s * l))
      (z s * r s ^ 2 * (deriv φ (r s) / r s)) 1 := by
    intro s
    have hlin : HasDerivAt (fun l : ℝ => r s * l) (r s) 1 :=
      ((hasDerivAt_id' (1 : ℝ)).const_mul (r s)).congr_deriv (mul_one _)
    have hc : HasDerivAt (fun l : ℝ => φ (r s * l)) (deriv φ (r s) * r s) 1 :=
      (hφ s).hasDerivAt.comp_of_eq 1 hlin (by simp)
    refine (hc.const_mul (z s)).congr_deriv ?_
    rw [mul_assoc, sq_mul_div, mul_comm (r s)]
  have h : HasDerivAt (shellEnergy z r φ)
      (∑ s, z s * r s ^ 2 * (deriv φ (r s) / r s)) 1 :=
    HasDerivAt.fun_sum (fun s _ => hterm s)
  rw [h.deriv]
```

Here each shell is represented by one bond vector `x s`, and `a` is the index of the bond under tension, not a rest length. If no bond had φ' < 0, the sum would be strictly positive, contradicting stationarity. The curvature formula then gives the sign for the compressed bond `u`. In one dimension there is no nonzero perpendicular displacement, so only the sign of φ' has content.

```lean
/-- Take a stationary shell model with positive weights, nonzero bond vectors and a potential
differentiable near each bond length and twice differentiable there. If one bond has `φ' > 0`, then
another has `φ' < 0` and negative curvature along every nonzero perpendicular displacement. -/
theorem exists_compressed_bond {z : ι → ℝ} {x : ι → E} {φ : ℝ → ℝ}
    (hz : ∀ s, 0 < z s) (hx : ∀ s, x s ≠ 0)
    (hφ : ∀ s, ∀ᶠ y in 𝓝 ‖x s‖, DifferentiableAt ℝ φ y)
    (hφ' : ∀ s, DifferentiableAt ℝ (deriv φ) ‖x s‖)
    (hstat : deriv (shellEnergy z (fun s => ‖x s‖) φ) 1 = 0)
    {a : ι} (ha : 0 < deriv φ ‖x a‖) :
    ∃ u, deriv φ ‖x u‖ < 0 ∧
      ∀ v : E, v ≠ 0 → inner ℝ (x u) v = 0 → bondCurvature φ (x u) v < 0 := by
  have hr : ∀ s, 0 < ‖x s‖ := fun s => norm_pos_iff.mpr (hx s)
  have hsum := (stationary_iff z (fun s => ‖x s‖) φ fun s => (hφ s).self_of_nhds).mp hstat
  -- without a compressed bond the sum would be strictly positive
  have hu : ∃ u, deriv φ ‖x u‖ < 0 := by
    by_contra! h
    have hpos : 0 < ∑ s, z s * ‖x s‖ ^ 2 * (deriv φ ‖x s‖ / ‖x s‖) :=
      Finset.sum_pos'
        (fun s _ => mul_nonneg (mul_nonneg (hz s).le (sq_nonneg _))
          (div_nonneg (h s) (hr s).le))
        ⟨a, Finset.mem_univ a, mul_pos (mul_pos (hz a) (pow_pos (hr a) 2)) (div_pos ha (hr a))⟩
    exact hpos.ne' hsum
  obtain ⟨u, hu⟩ := hu
  refine ⟨u, hu, fun v hv hperp => ?_⟩
  have h0 : alongBond (x u) v = 0 := by
    rw [alongBond, real_inner_smul_left, hperp, mul_zero]
  have hneg : deriv φ ‖x u‖ / ‖x u‖ * ‖v‖ ^ 2 < 0 :=
    mul_neg_of_neg_of_pos (div_neg_of_neg_of_pos hu (hr u)) (pow_pos (norm_pos_iff.mpr hv) 2)
  have hcurv := (hasDerivAt_deriv_bondEnergy v (hx u) (hφ u) (hφ' u)).deriv
  rw [h0] at hcurv
  calc bondCurvature φ (x u) v = _ := hcurv
    _ = deriv φ ‖x u‖ / ‖x u‖ * ‖v‖ ^ 2 := by ring
    _ < 0 := hneg
```

For the harmonic case, `hd` computes φ', and `e` factors `k` out of the stationarity sum. Since `k` is nonzero, it can be cancelled.

```lean
/-- For the harmonic potential of stiffness `k ≠ 0` and rest length `a`, evaluated at the shell
radii, the shell energy is stationary under uniform scaling at `l = 1` exactly when
`a ∑ z_s r_s = ∑ z_s r_s²`. -/
theorem harmonic_stationary_iff (z r : ι → ℝ) {k : ℝ} (a : ℝ) (hk : k ≠ 0) :
    deriv (shellEnergy z r (harmonicBond k a)) 1 = 0 ↔
      a * ∑ s, z s * r s = ∑ s, z s * r s ^ 2 := by
  have hd : ∀ y, HasDerivAt (harmonicBond k a) (k * (y - a)) y := by
    intro y
    refine ((((hasDerivAt_id' y).sub_const a).fun_pow 2).const_mul (k / 2)).congr_deriv ?_
    show k / 2 * (((2 : ℕ) : ℝ) * (y - a) ^ 1 * 1) = k * (y - a)
    push_cast
    ring
  have e : ∑ s, z s * r s ^ 2 * (deriv (harmonicBond k a) (r s) / r s) =
      k * (∑ s, z s * r s ^ 2 - a * ∑ s, z s * r s) := by
    rw [Finset.mul_sum, ← Finset.sum_sub_distrib, Finset.mul_sum]
    refine Finset.sum_congr rfl fun s _ => ?_
    rw [(hd (r s)).deriv, mul_assoc, sq_mul_div]
    ring
  rw [stationary_iff z r _ fun s => (hd (r s)).differentiableAt, e]
  constructor
  · intro h
    have h1 := (mul_eq_zero.mp h).resolve_left hk
    linarith
  · intro h
    rw [h, sub_self, mul_zero]

end

end CentralForceLattice
```

```lean
#print axioms CentralForceLattice.sum_bondCurvature
#print axioms CentralForceLattice.exists_compressed_bond
#print axioms CentralForceLattice.harmonic_stationary_iff
```

```
'CentralForceLattice.sum_bondCurvature' depends on axioms: [propext, Classical.choice, Quot.sound]
'CentralForceLattice.exists_compressed_bond' depends on axioms: [propext, Classical.choice, Quot.sound]
'CentralForceLattice.harmonic_stationary_iff' depends on axioms: [propext, Classical.choice, Quot.sound]
```
